# The coherent-state kernel reproduces itself when composed over the complex plane

The coherent-state kernel K(w, z) = exp(w z̄/2 − |w|²/4 − |z|²/4)/(2π) is the overlap ⟨z|w⟩ divided by 2π, where |z⟩ is the normalised coherent state on which the annihilation operator has eigenvalue z/√2. The theorem `kernel_comp` states that the integral of K(w, z) K(z, v) over all z in the complex plane, with the area measure dx dy for z = x + iy, is K(w, v), for any complex w and v. The proof first writes the integrand, in the auxiliary fact `hpt`, as a factor independent of z times the exponential of a quadratic expression in z and z̄. It then takes the constant factor out of the integral and applies the Gaussian formula `integral_gaussian_linear`, proved earlier in the file.

The failing Lean file:

```lean
import Mathlib

open MeasureTheory Polynomial ComplexConjugate

namespace KernelComp

noncomputable section

/-- The coherent-state kernel `exp(w z̄/2 - |w|²/4 - |z|²/4) / (2π)`. -/
def kernel (w z : ℂ) : ℂ :=
  1 / (2 * (Real.pi : ℂ)) *
    Complex.exp (w * conj z / 2 - (‖w‖ : ℂ) ^ 2 / 4 - (‖z‖ : ℂ) ^ 2 / 4)

/-- The plane integral of `exp(a z + b z̄ - |z|²/2)` is `2π exp(2ab)`. -/
theorem integral_gaussian_linear (a b : ℂ) :
    ∫ z : ℂ, Complex.exp (a * z + b * conj z - z * conj z / 2)
      = 2 * Real.pi * Complex.exp (2 * a * b) := by
  -- the one-dimensional Gaussian integral
  obtain ⟨S, hS, h1⟩ : ∃ S : ℂ, S * S = 2 * Real.pi ∧ ∀ c : ℂ,
      ∫ x : ℝ, Complex.exp (-(1 / 2) * (x : ℂ) ^ 2 + c * x + 0)
        = S * Complex.exp (c ^ 2 / 2) := by
    refine ⟨((Real.pi : ℂ) / -(-(1 / 2))) ^ (1 / 2 : ℂ), ?_, fun c => ?_⟩
    · have hne : (Real.pi : ℂ) / -(-(1 / 2)) ≠ 0 := by simp [Real.pi_ne_zero]
      rw [← Complex.cpow_add _ _ hne, show (1 / 2 : ℂ) + 1 / 2 = 1 by norm_num,
        Complex.cpow_one]
      ring
    · rw [integral_cexp_quadratic (by norm_num)]
      congr 2
      ring
  let F : ℂ → ℝ → ℂ := fun c x => Complex.exp (-(1 / 2) * (x : ℂ) ^ 2 + c * x + 0)
  calc _ = ∫ z : ℂ, F (a + b) z.re * F (Complex.I * (a - b)) z.im := by
        congr 1
        funext z
        have hz : z = z.re + z.im * Complex.I := (Complex.re_add_im z).symm
        have hc : conj z = z.re - z.im * Complex.I := by apply Complex.ext <;> simp
        simp only [F]
        rw [← Complex.exp_add]
        congr 1
        linear_combination (a - conj z / 2) * hz
          + (b - (z.re + z.im * Complex.I) / 2) * hc + ((z.im : ℂ) ^ 2 / 2) * Complex.I_sq
    _ = ∫ p : ℝ × ℝ, F (a + b) p.1 * F (Complex.I * (a - b)) p.2 :=
        Complex.volume_preserving_equiv_real_prod.integral_comp
          Complex.measurableEquivRealProd.measurableEmbedding
          (fun p : ℝ × ℝ => F (a + b) p.1 * F (Complex.I * (a - b)) p.2)
    _ = (∫ x, F (a + b) x) * ∫ y, F (Complex.I * (a - b)) y :=
        integral_prod_mul (F (a + b)) (F (Complex.I * (a - b)))
    _ = _ := by
        simp only [F]
        rw [h1, h1]
        have he : Complex.exp ((a + b) ^ 2 / 2) * Complex.exp ((Complex.I * (a - b)) ^ 2 / 2)
            = Complex.exp (2 * a * b) := by
          rw [← Complex.exp_add]
          congr 1
          linear_combination ((a - b) ^ 2 / 2) * Complex.I_sq
        rw [← he]
        linear_combination (Complex.exp ((a + b) ^ 2 / 2)
          * Complex.exp ((Complex.I * (a - b)) ^ 2 / 2)) * hS

/-- Composing the coherent-state kernel with itself gives the same kernel. -/
theorem kernel_comp (w v : ℂ) : ∫ z : ℂ, kernel w z * kernel z v = kernel w v := by
  have hpi : (Real.pi : ℂ) ≠ 0 := Complex.ofReal_ne_zero.2 Real.pi_ne_zero
  have hpt (z : ℂ) : kernel w z * kernel z v = (1 / (2 * (Real.pi : ℂ))) ^ 2
      * Complex.exp (-(w * conj w / 4) - v * conj v / 4)
      * Complex.exp (conj v / 2 * z + w / 2 * conj z - z * conj z / 2) := by
    simp only [kernel, ← Complex.mul_conj']
    rw [mul_mul_mul_comm, ← Complex.exp_add, mul_assoc, ← Complex.exp_add, ← sq]
    congr 2
    ring
  simp_rw [hpt]
  rw [integral_const_mul, integral_gaussian_linear, kernel, ← Complex.mul_conj',
    ← Complex.mul_conj', show w * conj v / 2 - w * conj w / 4 - v * conj v / 4
      = (-(w * conj w / 4) - v * conj v / 4) + 2 * (conj v / 2) * (w / 2) by ring,
    Complex.exp_add]
  field_simp

end

end KernelComp
```

Compiling this gives:

```
Main.lean:66:56: error: Tactic `rewrite` failed: Did not find an occurrence of the pattern
  Complex.exp ?x * Complex.exp ?y
in the target expression
  1 / (2 * ↑Real.pi) *
      (1 / (2 * ↑Real.pi) *
        Complex.exp
          (w * (starRingEnd ℂ) z / 2 - w * (starRingEnd ℂ) w / 4 - z * (starRingEnd ℂ) z / 4 +
            (z * (starRingEnd ℂ) v / 2 - z * (starRingEnd ℂ) z / 4 - v * (starRingEnd ℂ) v / 4))) =
    (1 / (2 * ↑Real.pi)) ^ 2 * Complex.exp (-(w * (starRingEnd ℂ) w / 4) - v * (starRingEnd ℂ) v / 4) *
      Complex.exp ((starRingEnd ℂ) v / 2 * z + w / 2 * (starRingEnd ℂ) z - z * (starRingEnd ℂ) z / 2)

w v : ℂ
hpi : ↑Real.pi ≠ 0
z : ℂ
⊢ 1 / (2 * ↑Real.pi) *
      (1 / (2 * ↑Real.pi) *
        Complex.exp
          (w * (starRingEnd ℂ) z / 2 - w * (starRingEnd ℂ) w / 4 - z * (starRingEnd ℂ) z / 4 +
            (z * (starRingEnd ℂ) v / 2 - z * (starRingEnd ℂ) z / 4 - v * (starRingEnd ℂ) v / 4))) =
    (1 / (2 * ↑Real.pi)) ^ 2 * Complex.exp (-(w * (starRingEnd ℂ) w / 4) - v * (starRingEnd ℂ) v / 4) *
      Complex.exp ((starRingEnd ℂ) v / 2 * z + w / 2 * (starRingEnd ℂ) z - z * (starRingEnd ℂ) z / 2)
```

Cause. The error is in the proof of `hpt`, at the second `← Complex.exp_add`, which finds no product of two exponentials to merge. The first one had already merged the pair on the left-hand side. The `mul_assoc` after it was needed on the right, where the product is grouped as `(c ^ 2 * exp C) * exp D`, with `c` for `1 / (2 * ↑Real.pi)`, so that the two exponentials are not the two factors of any one multiplication. But `rw` fixed the variables of `mul_assoc` at the first match, which was on the left, and turned `c * c * exp (A + B)` into `c * (c * exp (A + B))`. The right-hand side stayed as it was.

The repair proves the identity between the exponentials separately, as `he`. There each side is just a product of two exponentials, so two uses of `← Complex.exp_add` merge both pairs, and `congr 1` and `ring` compare the exponents. `linear_combination` then multiplies `he` by `c ^ 2` and leaves the rest to `ring`, for which the grouping of the factors doesn't matter. This replaces the old chain of rewrites and the `congr 2` and `ring` that followed it.

As a diff, the version that Lean accepts:

```diff
@@ -63,8 +63,13 @@
       * Complex.exp (-(w * conj w / 4) - v * conj v / 4)
       * Complex.exp (conj v / 2 * z + w / 2 * conj z - z * conj z / 2) := by
+    have he : Complex.exp (w * conj z / 2 - w * conj w / 4 - z * conj z / 4)
+        * Complex.exp (z * conj v / 2 - z * conj z / 4 - v * conj v / 4)
+        = Complex.exp (-(w * conj w / 4) - v * conj v / 4)
+          * Complex.exp (conj v / 2 * z + w / 2 * conj z - z * conj z / 2) := by
+      rw [← Complex.exp_add, ← Complex.exp_add]
+      congr 1
+      ring
     simp only [kernel, ← Complex.mul_conj']
-    rw [mul_mul_mul_comm, ← Complex.exp_add, mul_assoc, ← Complex.exp_add, ← sq]
-    congr 2
-    ring
+    linear_combination (1 / (2 * (Real.pi : ℂ))) ^ 2 * he
   simp_rw [hpt]
   rw [integral_const_mul, integral_gaussian_linear, kernel, ← Complex.mul_conj',
```
